# Anderson bound: the ground energy of a sum of finite cluster Hamiltonians is at least the sum of their ground energies

A variational calculation on a finite spin cluster gives an upper bound on its ground energy. To bracket the energy from below, split the Hamiltonian into smaller pieces, diagonalise each piece, and add the lowest eigenvalues. The addition is justified by the inequality proved here for finite-dimensional Hamiltonians, which is then applied to spin-½ Heisenberg antiferromagnets with unit coupling.

## In a fixed state, the cluster energies add

States are complex vectors v indexed by a finite set `n` of basis states, and operators are matrices on the same index set. Later, `V` is a finite set of sites.

```lean
import Mathlib

open Matrix
open scoped ComplexOrder

namespace AndersonClusterBound

noncomputable section

variable {n ι V : Type*} [Fintype n] [DecidableEq n] [Fintype V] [DecidableEq V]
```

States need not be normalised, so the squared norm appears explicitly:

‖v‖² = ∑_i |v_i|².

```lean
/-- The squared norm of a state vector. -/
def sqNorm (v : n → ℂ) : ℝ := ∑ i, ‖v i‖ ^ 2
```

The energy form is the real part of v†Hv. For a normalised state and Hermitian H it is the expectation value of H.

```lean
/-- The energy form `⟨v, H v⟩` (its real part) of a state vector `v`. -/
def energy (H : Matrix n n ℂ) (v : n → ℂ) : ℝ := (star v ⬝ᵥ H *ᵥ v).re
```

Since the conjugate of v_i times v_i is |v_i|², the product v†v equals ‖v‖². The lemma states this as an equality of complex numbers.

```lean
omit [DecidableEq n] in
lemma star_dot_self (v : n → ℂ) : star v ⬝ᵥ v = ((sqNorm v : ℝ) : ℂ) := by
  simp [sqNorm, dotProduct, Complex.conj_mul']
```

Let H = ∑_c H_c, where c runs over a finite set s of clusters and every H_c is a matrix on the same state space. A cluster Hamiltonian that involves only some of the sites acts as the identity on the others; this changes the multiplicities of its eigenvalues but not their values, so they can be found on the small cluster alone. Matrix action and the inner product are linear, so

v†Hv = ∑_c v†H_c v,

and taking real parts preserves the sum. The proof adds one cluster at a time by induction on s.

```lean
omit [DecidableEq n] in
/-- The energy of a sum of cluster Hamiltonians is the sum of the cluster energies. -/
theorem energy_sum (s : Finset ι) (H : ι → Matrix n n ℂ) (v : n → ℂ) :
    energy (∑ c ∈ s, H c) v = ∑ c ∈ s, energy (H c) v := by
  classical
  induction s using Finset.induction_on with
  | empty => simp [energy]
  | insert a s ha ih =>
    rw [Finset.sum_insert ha, Finset.sum_insert ha, ← ih]
    simp only [energy, Matrix.add_mulVec, dotProduct_add, Complex.add_re]
```

Subtracting a real constant e from a matrix A lowers the energy form by e‖v‖²:

Re v†(A − e)v = Re v†Av − e‖v‖².

```lean
lemma energy_shift (A : Matrix n n ℂ) (e : ℝ) (v : n → ℂ) :
    energy (A - (e : ℂ) • 1) v = energy A v - e * sqNorm v := by
  simp only [energy, Matrix.sub_mulVec, Matrix.smul_mulVec, Matrix.one_mulVec,
    dotProduct_sub, dotProduct_smul, star_dot_self, smul_eq_mul, Complex.sub_re,
    Complex.re_ofReal_mul, Complex.ofReal_re]
```

## The bound and its equality case

Suppose that each H_c − e_c is positive semidefinite, with e_c real. Then H_c is Hermitian and e_c is a lower bound on its spectrum. The theorem takes these numbers as given; the lowest eigenvalue of H_c is the best choice. The two previous steps give

Re v†Hv − (∑_c e_c)‖v‖² = ∑_c Re v†(H_c − e_c)v.

Every term on the right is nonnegative, which proves the bound. A sum of nonnegative terms vanishes only if each term does, so equality means v†(H_c − e_c)v = 0 for every c.

It remains to pass from a vanishing expectation value to a vector equation. For a general Hermitian matrix this fails: the Pauli matrix σx has zero expectation value in the spin-up state but does not annihilate it. A positive semidefinite matrix A can be written as B†B, so v†Av = ‖Bv‖². If this is zero, then Bv = 0 and hence Av = B†Bv = 0. With A = H_c − e_c, this says H_c v = e_c v. The converse follows by substitution.

The proof turns on Mathlib's form of this fact, `dotProduct_mulVec_zero_iff`. It concerns the complex number v†Av, whereas `energy` keeps only the real part. The gap is closed by the order on ℂ opened at the top of the file, in which 0 ≤ z means that z has nonnegative real part and zero imaginary part. Positive semidefiniteness thus supplies both the sign used in `hpos` and the vanishing imaginary part `him` used in `hzero`.

```lean
/-- Anderson bound: if each `H c - e c` is positive semidefinite, the energy of the summed
Hamiltonian is at least `∑ e c` times the squared norm, with equality exactly when
`H c v = e c v` for every cluster. -/
theorem anderson_bound (s : Finset ι) (H : ι → Matrix n n ℂ) (e : ι → ℝ)
    (h : ∀ c ∈ s, (H c - (e c : ℂ) • 1).PosSemidef) (v : n → ℂ) :
    (∑ c ∈ s, e c) * sqNorm v ≤ energy (∑ c ∈ s, H c) v ∧
    (energy (∑ c ∈ s, H c) v = (∑ c ∈ s, e c) * sqNorm v ↔
      ∀ c ∈ s, H c *ᵥ v = (e c : ℂ) • v) := by
  -- the excess energy is a sum of nonnegative cluster terms
  have hsum : energy (∑ c ∈ s, H c) v - (∑ c ∈ s, e c) * sqNorm v
      = ∑ c ∈ s, energy (H c - (e c : ℂ) • 1) v := by
    simp only [energy_shift, Finset.sum_sub_distrib, energy_sum, Finset.sum_mul]
  have hpos : ∀ c ∈ s, 0 ≤ energy (H c - (e c : ℂ) • 1) v := fun c hc =>
    (Complex.le_def.1 ((h c hc).dotProduct_mulVec_nonneg v)).1
  have hzero : ∀ c ∈ s, (energy (H c - (e c : ℂ) • 1) v = 0 ↔
      H c *ᵥ v = (e c : ℂ) • v) := by
    intro c hc
    have him := (Complex.le_def.1 ((h c hc).dotProduct_mulVec_nonneg v)).2
    have hk := (h c hc).dotProduct_mulVec_zero_iff v
    have hv : (H c - (e c : ℂ) • 1) *ᵥ v = H c *ᵥ v - (e c : ℂ) • v := by
      rw [Matrix.sub_mulVec, Matrix.smul_mulVec, Matrix.one_mulVec]
    rw [← sub_eq_zero (a := H c *ᵥ v), ← hv, ← hk]
    exact ⟨fun h0 => Complex.ext h0 him.symm, fun h0 => by rw [energy, h0]; rfl⟩
  refine ⟨by linarith [Finset.sum_nonneg hpos], ?_⟩
  rw [← sub_eq_zero, hsum, Finset.sum_eq_zero_iff_of_nonneg hpos]
  exact forall₂_congr hzero
```

If Hv = Ev with v ≠ 0 and E real, the energy form is E‖v‖². The bound becomes (∑_c e_c)‖v‖² ≤ E‖v‖², and division by ‖v‖² > 0 gives ∑_c e_c ≤ E. Taking E real loses nothing, because H is Hermitian.

```lean
/-- Every real eigenvalue of the summed Hamiltonian is at least the sum of the cluster bounds. -/
theorem eigenvalue_bound (s : Finset ι) (H : ι → Matrix n n ℂ) (e : ι → ℝ)
    (h : ∀ c ∈ s, (H c - (e c : ℂ) • 1).PosSemidef) (v : n → ℂ) (hv : v ≠ 0) (E : ℝ)
    (hE : (∑ c ∈ s, H c) *ᵥ v = (E : ℂ) • v) : ∑ c ∈ s, e c ≤ E := by
  have hb := (anderson_bound s H e h v).1
  have hen : energy (∑ c ∈ s, H c) v = E * sqNorm v := by
    rw [energy, hE, dotProduct_smul, star_dot_self, smul_eq_mul, Complex.re_ofReal_mul,
      Complex.ofReal_re]
  obtain ⟨i, hi⟩ := Function.ne_iff.1 hv
  have hp : 0 < sqNorm v := Finset.sum_pos' (fun _ _ => by positivity)
    ⟨i, Finset.mem_univ i, pow_pos (norm_pos_iff.2 hi) 2⟩
  rw [hen] at hb
  exact le_of_mul_le_mul_right hb hp
```

## The Heisenberg bond as a spin exchange

Spins are measured in units of ħ. The three matrices are half the Pauli matrices, with index 0 for up and 1 for down.

```lean
/-- The three spin-one-half matrices, in units of the reduced Planck constant. -/
def spin : Fin 3 → Matrix (Fin 2) (Fin 2) ℂ :=
  ![!![0, 1/2; 1/2, 0], !![0, -Complex.I/2; Complex.I/2, 0], !![1/2, 0; 0, -1/2]]
```

A basis state is a configuration σ that assigns up or down to every site. For distinct sites i and j, the matrix element of S_i·S_j between σ and τ is zero unless they agree on all other sites. Otherwise it is the sum over the three spin components of the products of single-site elements.

```lean
/-- The operator `S_i · S_j` for distinct sites `i`, `j`, acting on spin configurations. -/
def heisenbergBond (i j : V) : Matrix (V → Fin 2) (V → Fin 2) ℂ :=
  Matrix.of fun σ τ => if ∀ k, k ≠ i → k ≠ j → σ k = τ k then
    ∑ a, spin a (σ i) (τ i) * spin a (σ j) (τ j) else 0
```

The exchange operator P_ij swaps the spins at i and j. Its matrix element is 1 when τ is σ with those two entries interchanged, and 0 otherwise.

```lean
/-- The operator that exchanges the spins at sites `i` and `j`. -/
def exchange (i j : V) : Matrix (V → Fin 2) (V → Fin 2) ℂ :=
  Matrix.of fun σ τ => if τ = σ ∘ Equiv.swap i j then 1 else 0
```

On two spins the matrix elements can be listed. For parallel spins the z part gives ¼ on the diagonal, and the x and y parts cancel in the element that would flip both spins. For antiparallel spins the diagonal element is −¼, and the x and y parts each contribute ¼ to the element that interchanges them, giving ½. All other elements vanish. In the lemma, a and b are the row spins at the two sites, c and d the column spins, and the sixteen cases are checked one by one.

```lean
lemma spin_dot (a b c d : Fin 2) : ∑ x, spin x a c * spin x b d =
    (1/2) * (if c = b ∧ d = a then 1 else 0) - (1/4) * (if c = a ∧ d = b then 1 else 0) := by
  fin_cases a <;> fin_cases b <;> fin_cases c <;> fin_cases d <;>
    simp [spin, Fin.sum_univ_succ] <;> (try ring_nf) <;> (try simp only [Complex.I_sq]) <;>
    (try norm_num)
```

These values are those of the Dirac identity

S_i·S_j = ½P_ij − ¼.

To extend it to all sites, the proof separates agreement away from i and j (`hA`) from the two-spin condition. If the configurations disagree elsewhere, both sides vanish.

```lean
/-- Dirac identity: the bond operator is half the spin exchange minus one quarter. -/
theorem dirac_identity (i j : V) :
    heisenbergBond i j = (1/2 : ℂ) • exchange i j - (1/4 : ℂ) • 1 := by
  ext σ τ
  have h1 : τ = σ ∘ Equiv.swap i j ↔
      (∀ k, k ≠ i → k ≠ j → σ k = τ k) ∧ τ i = σ j ∧ τ j = σ i := by
    constructor
    · rintro rfl
      exact ⟨fun k hi hj => by simp [Equiv.swap_apply_of_ne_of_ne hi hj], by simp, by simp⟩
    · rintro ⟨h, hi, hj⟩
      funext k
      by_cases ki : k = i
      · simp [ki, hi]
      by_cases kj : k = j
      · simp [kj, hj]
      simp [Equiv.swap_apply_of_ne_of_ne ki kj, h k ki kj]
  have h2 : σ = τ ↔ (∀ k, k ≠ i → k ≠ j → σ k = τ k) ∧ τ i = σ i ∧ τ j = σ j := by
    constructor
    · rintro rfl
      exact ⟨fun _ _ _ => rfl, rfl, rfl⟩
    · rintro ⟨h, hi, hj⟩
      funext k
      by_cases ki : k = i
      · rw [ki, hi]
      by_cases kj : k = j
      · rw [kj, hj]
      exact h k ki kj
  simp only [heisenbergBond, exchange, Matrix.of_apply, Matrix.sub_apply, Matrix.smul_apply,
    Matrix.one_apply, smul_eq_mul]
  by_cases hA : ∀ k, k ≠ i → k ≠ j → σ k = τ k
  · rw [if_pos hA, spin_dot]
    simp only [h1.trans (and_iff_right hA), h2.trans (and_iff_right hA)]
  · rw [if_neg hA, if_neg (fun h => hA (h1.1 h).1), if_neg (fun h => hA (h2.1 h).1)]
    simp
```

Acting on a state, the exchange operator gives (P_ij v)(σ) = v(σ′), where σ′ is σ with the entries at i and j interchanged.

```lean
lemma exchange_mulVec (i j : V) (v : (V → Fin 2) → ℂ) (σ : V → Fin 2) :
    (exchange i j *ᵥ v) σ = v (σ ∘ Equiv.swap i j) := by
  simp [exchange, Matrix.mulVec, dotProduct]
```

Exchanging twice restores every configuration, so P_ij² = 1, and P_ij is real and symmetric, hence Hermitian. Set Q = ½(P_ij + 1). Then

Q² = ¼(P_ij² + 2P_ij + 1) = ½(P_ij + 1) = Q,

S_i·S_j + ¾ = ½P_ij + ½ = Q = Q†Q.

A matrix of the form Q†Q is positive semidefinite, so −¾ is an admissible cluster bound for one bond.

```lean
lemma bond_posSemidef (i j : V) :
    (heisenbergBond i j - ((-3/4 : ℝ) : ℂ) • 1).PosSemidef := by
  have hs : ∀ σ : V → Fin 2, (σ ∘ Equiv.swap i j) ∘ Equiv.swap i j = σ := by
    intro σ; funext k; simp
  have hsq : exchange i j * exchange i j = 1 := by
    ext σ τ
    simp only [Matrix.mul_apply, exchange, Matrix.of_apply, ite_mul, one_mul, zero_mul,
      Finset.sum_ite_eq', Finset.mem_univ, if_true, hs, Matrix.one_apply, @eq_comm _ τ σ]
  have hH : (exchange i j)ᴴ = exchange i j := by
    ext σ τ
    have hst : σ = τ ∘ Equiv.swap i j ↔ τ = σ ∘ Equiv.swap i j :=
      ⟨fun h => by rw [h, hs], fun h => by rw [h, hs]⟩
    simp only [Matrix.conjTranspose_apply, exchange, Matrix.of_apply, hst]
    split_ifs <;> simp
  -- the shifted bond is the square of a Hermitian projector
  have hQ : ((1/2 : ℂ) • (exchange i j + 1))ᴴ = (1/2 : ℂ) • (exchange i j + 1) := by
    simp [Matrix.conjTranspose_smul, Matrix.conjTranspose_add, hH]
  have hf : heisenbergBond i j - ((-3/4 : ℝ) : ℂ) • 1 =
      ((1/2 : ℂ) • (exchange i j + 1))ᴴ * ((1/2 : ℂ) • (exchange i j + 1)) := by
    rw [hQ, dirac_identity i j]
    simp only [smul_mul_smul_comm, add_mul, mul_add, hsq, one_mul, mul_one]
    push_cast
    module
  rw [hf]
  exact Matrix.posSemidef_conjTranspose_mul_self _
```

## At least −¾ per bond

Let B be a finite set of bonds and H = ∑ S_i·S_j over those bonds. The Anderson bound with e = −¾ for each bond gives

Re v†Hv ≥ −¾ |B| ‖v‖².

Equality requires (½P_ij − ¼)v = −¾v on every bond, which rearranges to P_ij v = −v: the state is antisymmetric under each exchange.

In Lean, B consists of ordered pairs. Listing each physical bond once, with two distinct ends, gives the usual model; a bond entered in both orders counts twice. The type also admits a pair (i, i), for which `heisenbergBond` is the constant ¼ and not the square of a spin.

```lean
/-- The Heisenberg antiferromagnet with unit coupling has energy at least `-3/4` per bond times the
squared norm of the state, with equality exactly when the state changes sign under spin exchange on
every bond. -/
theorem heisenberg_bound (B : Finset (V × V)) (v : (V → Fin 2) → ℂ) :
    (B.card * (-3/4 : ℝ)) * sqNorm v ≤ energy (∑ b ∈ B, heisenbergBond b.1 b.2) v ∧
    (energy (∑ b ∈ B, heisenbergBond b.1 b.2) v = (B.card * (-3/4 : ℝ)) * sqNorm v ↔
      ∀ b ∈ B, exchange b.1 b.2 *ᵥ v = -v) := by
  have h := anderson_bound B (fun b => heisenbergBond b.1 b.2) (fun _ => (-3/4 : ℝ))
    (fun b _ => bond_posSemidef b.1 b.2) v
  rw [Finset.sum_const, nsmul_eq_mul] at h
  refine ⟨h.1, h.2.trans (forall₂_congr fun b _ => ?_)⟩
  rw [dirac_identity b.1 b.2, Matrix.sub_mulVec, Matrix.smul_mulVec, Matrix.smul_mulVec,
    Matrix.one_mulVec]
  push_cast
  constructor <;> intro h
  · linear_combination (norm := module) (2 : ℂ) • h
  · linear_combination (norm := module) (1/2 : ℂ) • h
```

## Two bonds that share a site

If P_ij v = −v and σ has equal spins at i and j, the exchange leaves σ unchanged. Then v(σ) = −v(σ), so v(σ) = 0.

```lean
lemma parallel_zero {i j : V} {v : (V → Fin 2) → ℂ} (h : exchange i j *ᵥ v = -v)
    (σ : V → Fin 2) (hσ : σ i = σ j) : v σ = 0 := by
  have hs : σ ∘ Equiv.swap i j = σ := by
    funext x
    simp only [Function.comp_apply, Equiv.swap_apply_def]
    split_ifs <;> simp_all
  have h1 := congrFun h σ
  rw [exchange_mulVec, hs, Pi.neg_apply] at h1
  linear_combination (1/2 : ℂ) * h1
```

Now suppose that v is antisymmetric on the bonds ij and jk, with i ≠ k. Configurations with parallel spins on either bond have zero amplitude. In any other configuration σ, the spin at j differs from those at i and k, so these two agree. Exchanging i and j gives σ′, whose spins at j and k are parallel, hence v(σ′) = 0. Antisymmetry on ij gives v(σ′) = −v(σ), so v(σ) = 0 as well, and v vanishes altogether.

```lean
/-- A state that changes sign under spin exchange on two bonds sharing one site is zero. -/
theorem no_shared_singlet {i j k : V} (hik : i ≠ k) {v : (V → Fin 2) → ℂ}
    (h1 : exchange i j *ᵥ v = -v) (h2 : exchange j k *ᵥ v = -v) : v = 0 := by
  funext σ
  by_cases hij : σ i = σ j
  · exact parallel_zero h1 σ hij
  by_cases hjk : σ j = σ k
  · exact parallel_zero h2 σ hjk
  -- otherwise the outer spins agree, and one exchange brings them onto the second bond
  have key : ∀ a b c : Fin 2, a ≠ b → b ≠ c → a = c := by decide
  have hkj : k ≠ j := fun h => hjk (by rw [h])
  have h0 := parallel_zero h2 (σ ∘ Equiv.swap i j) (by
    simp [Equiv.swap_apply_of_ne_of_ne hik.symm hkj, key _ _ _ hij hjk])
  have h3 := congrFun h1 σ
  rw [exchange_mulVec, h0, Pi.neg_apply] at h3
  exact neg_eq_zero.1 h3.symm
```

Equality in the bond bound would therefore force v = 0 whenever B contains two such bonds. For a nonzero state the inequality is strict. The theorem accepts either orientation of each bond, since P_ij = P_ji; it does not say how far above the bound the energy lies.

```lean
/-- If two bonds share a site and end on different sites, every nonzero state has energy
strictly above `-3/4` per bond times its squared norm. -/
theorem heisenberg_strict (B : Finset (V × V)) {i j k : V}
    (hik : i ≠ k) (hij : (i, j) ∈ B ∨ (j, i) ∈ B) (hjk : (j, k) ∈ B ∨ (k, j) ∈ B)
    (v : (V → Fin 2) → ℂ) (hv : v ≠ 0) :
    (B.card * (-3/4 : ℝ)) * sqNorm v < energy (∑ b ∈ B, heisenbergBond b.1 b.2) v := by
  obtain ⟨hle, heq⟩ := heisenberg_bound B v
  refine lt_of_le_of_ne hle fun h => hv ?_
  have hall := heq.1 h.symm
  have hsym : ∀ a b : V, (a, b) ∈ B ∨ (b, a) ∈ B → exchange a b *ᵥ v = -v := by
    rintro a b (hab | hab)
    · have h1 := hall (a, b) hab
      exact h1
    · have hc : exchange a b = exchange b a := by
        simp only [exchange, Equiv.swap_comm a b]
      have h1 := hall (b, a) hab
      rw [hc]
      exact h1
  exact no_shared_singlet hik (hsym i j hij) (hsym j k hjk)

end

end AndersonClusterBound
```

```lean
#print axioms AndersonClusterBound.anderson_bound
#print axioms AndersonClusterBound.eigenvalue_bound
#print axioms AndersonClusterBound.heisenberg_strict
```

```
'AndersonClusterBound.anderson_bound' depends on axioms: [propext, Classical.choice, Quot.sound]
'AndersonClusterBound.eigenvalue_bound' depends on axioms: [propext, Classical.choice, Quot.sound]
'AndersonClusterBound.heisenberg_strict' depends on axioms: [propext, Classical.choice, Quot.sound]
```

## Three-site chains and a four-site ring

For an open chain i–j–k, the single-bond bound is −3/2. By hand, let S be the total spin and T = S_i + S_k the spin of the outer pair. Then

H = S_j·T = ½(S² − S_j² − T²).

An outer singlet gives energy 0. An outer triplet gives ½(15/4 − 3/4 − 2) = ½ for total spin 3/2, and ½(3/4 − 3/4 − 2) = −1 for total spin ½. The ground energy is −1, strictly above −3/2.

Larger clusters can improve the estimate. A ring i–j–k–l has four bonds, so single-bond clusters give −3. Splitting it into the chains i–j–k and k–l–i gives −1 − 1 = −2. This value is attained: the ring Hamiltonian is (S_i + S_k)·(S_j + S_l), and with both pair spins equal to 1 and total spin 0 its energy is ½(0 − 2 − 2) = −2. By the equality condition, such a state is a ground state of both chains at once.
